# Simple levels, none shared between consecutive lengths, in open chains with nonzero bonds

A formal statement about chains of consecutive lengths has to fix how chains of different size are compared. Here no matrix is built: one pair of real sequences holds the site energies and the bonds, and each length gets a polynomial defined by a three-term recurrence.

```lean
import Mathlib

open Polynomial

namespace TridiagonalChain

noncomputable section

/-- Chain polynomials for site energies `a 1, a 2, ...` and bonds `b 1, b 2, ...`:
`p₀ = 1`, `p₁ = x - a₁`, `p_(k+2) = (x - a_(k+2)) p_(k+1) - b_(k+1)² p_k`. -/
def chainPoly (a b : ℕ → ℝ) : ℕ → ℝ[X]
  | 0 => 1
  | 1 => X - C (a 1)
  | k + 2 => (X - C (a (k + 2))) * chainPoly a b (k + 1) - C (b (k + 1) ^ 2) * chainPoly a b k

/-- The Wronskian `W_n = p_(n+1)' p_n - p_(n+1) p_n'` of consecutive chain polynomials. -/
def wronskian (a b : ℕ → ℝ) (n : ℕ) : ℝ[X] :=
  derivative (chainPoly a b (n + 1)) * chainPoly a b n
    - chainPoly a b (n + 1) * derivative (chainPoly a b n)

/-- The product `b₁ ⋯ b_k` of the first `k` bonds. -/
def bondProd (b : ℕ → ℝ) (k : ℕ) : ℝ := ∏ j ∈ Finset.range k, b (j + 1)

/-- The tight-binding equation `b_(s-1) ψ_(s-1) + a_s ψ_s + b_s ψ_(s+1) = E ψ_s`
on the sites `s = 1, ..., n`. -/
def ChainEq (a b : ℕ → ℝ) (n : ℕ) (E : ℝ) (ψ : ℕ → ℝ) : Prop :=
  ∀ k < n, b k * ψ k + a (k + 1) * ψ (k + 1) + b (k + 1) * ψ (k + 2) = E * ψ (k + 1)

/-- `E` is an energy level of the open `n`-site chain: the tight-binding equation with
`ψ₀ = ψ_(n+1) = 0` has a solution that is nonzero on some site. -/
def IsLevel (a b : ℕ → ℝ) (n : ℕ) (E : ℝ) : Prop :=
  ∃ ψ : ℕ → ℝ, ψ 0 = 0 ∧ ψ (n + 1) = 0 ∧ ChainEq a b n E ψ ∧ ∃ k < n, ψ (k + 1) ≠ 0

/-- The three-term recurrence for the values of the chain polynomials at an energy `E`. -/
theorem eval_rec (a b : ℕ → ℝ) (k : ℕ) (E : ℝ) :
    (chainPoly a b (k + 2)).eval E = (E - a (k + 2)) * (chainPoly a b (k + 1)).eval E
      - b (k + 1) ^ 2 * (chainPoly a b k).eval E := by
  simp [chainPoly]

/-- Adding a site updates the Wronskian by `W_(n+1) = p_(n+1)² + b_(n+1)² W_n`. -/
theorem wronskian_succ (a b : ℕ → ℝ) (n : ℕ) :
    wronskian a b (n + 1)
      = chainPoly a b (n + 1) ^ 2 + C (b (n + 1) ^ 2) * wronskian a b n := by
  have hp : chainPoly a b (n + 1 + 1) = (X - C (a (n + 2))) * chainPoly a b (n + 1)
      - C (b (n + 1) ^ 2) * chainPoly a b n := rfl
  simp only [wronskian, hp, derivative_sub, derivative_mul, derivative_X, derivative_C]
  ring

/-- At every real `x` the Wronskian `W_n(x)` is at least `(b₁ ⋯ b_n)²`. -/
theorem wronskian_ge (a b : ℕ → ℝ) (n : ℕ) (x : ℝ) :
    bondProd b n ^ 2 ≤ (wronskian a b n).eval x := by
  induction n with
  | zero => simp [wronskian, chainPoly, bondProd]
  | succ n ih =>
    have hB : bondProd b (n + 1) = bondProd b n * b (n + 1) :=
      Finset.prod_range_succ (fun j => b (j + 1)) n
    rw [wronskian_succ, hB]
    simp only [eval_add, eval_mul, eval_pow, eval_C]
    nlinarith [sq_nonneg ((chainPoly a b (n + 1)).eval x),
      mul_le_mul_of_nonneg_left ih (sq_nonneg (b (n + 1)))]

/-- If the bonds `b₁, ..., b_n` are nonzero, then
`p_(n+1)'(x) p_n(x) - p_(n+1)(x) p_n'(x) > 0` for every real `x`. -/
theorem wronskian_pos (a b : ℕ → ℝ) (n : ℕ) (hb : ∀ j < n, b (j + 1) ≠ 0) (x : ℝ) :
    0 < (derivative (chainPoly a b (n + 1))).eval x * (chainPoly a b n).eval x
      - (chainPoly a b (n + 1)).eval x * (derivative (chainPoly a b n)).eval x := by
  have hB : bondProd b n ≠ 0 :=
    Finset.prod_ne_zero_iff.mpr fun j hj => hb j (Finset.mem_range.mp hj)
  have h := wronskian_ge a b n x
  simp only [wronskian, eval_sub, eval_mul] at h
  exact lt_of_lt_of_le (by positivity) h

/-- If `b₁, ..., b_n` are nonzero, `p_(n+1)` and `p_n` have no common real root. -/
theorem no_common_root (a b : ℕ → ℝ) (n : ℕ) (hb : ∀ j < n, b (j + 1) ≠ 0) (x : ℝ) :
    ¬ ((chainPoly a b (n + 1)).IsRoot x ∧ (chainPoly a b n).IsRoot x) := by
  rintro ⟨h1, h2⟩
  have e1 : (chainPoly a b (n + 1)).eval x = 0 := h1
  have e2 : (chainPoly a b n).eval x = 0 := h2
  have h := wronskian_pos a b n hb x
  rw [e1, e2] at h
  simp at h

/-- If `b₁, ..., b_n` are nonzero, every real root of `p_(n+1)` has multiplicity one. -/
theorem root_simple (a b : ℕ → ℝ) (n : ℕ) (hb : ∀ j < n, b (j + 1) ≠ 0) (x : ℝ)
    (hx : (chainPoly a b (n + 1)).IsRoot x) :
    (chainPoly a b (n + 1)).rootMultiplicity x = 1 := by
  have h := wronskian_pos a b n hb x
  have e1 : (chainPoly a b (n + 1)).eval x = 0 := hx
  have hne : chainPoly a b (n + 1) ≠ 0 := by
    intro h0
    rw [h0] at h
    simp at h
  have hpos := (rootMultiplicity_pos hne).mpr hx
  by_contra hcon
  have h2 : 2 ≤ (chainPoly a b (n + 1)).rootMultiplicity x := by omega
  -- a double root kills the derivative as well, hence the Wronskian
  obtain ⟨q, hq⟩ := (pow_dvd_pow (X - C x) h2).trans (pow_rootMultiplicity_dvd _ x)
  have e2 : (derivative (chainPoly a b (n + 1))).eval x = 0 := by
    rw [hq]
    simp [pow_two, derivative_mul]
  rw [e1, e2] at h
  simp at h

/-- A solution of the tight-binding equation on `n` sites with `ψ₀ = 0` obeys
`b₁ ⋯ b_k ψ_(k+1) = p_k(E) ψ₁` for all `k ≤ n`. -/
theorem amplitude (a b : ℕ → ℝ) (n : ℕ) (E : ℝ) (ψ : ℕ → ℝ) (h0 : ψ 0 = 0)
    (heq : ChainEq a b n E ψ) :
    ∀ k ≤ n, bondProd b k * ψ (k + 1) = (chainPoly a b k).eval E * ψ 1 := by
  intro k
  induction k using Nat.strong_induction_on with
  | _ k ih =>
    intro hk
    rcases k with _ | _ | k
    · simp [bondProd, chainPoly]
    · have h : b 0 * ψ 0 + a 1 * ψ 1 + b 1 * ψ 2 = E * ψ 1 := heq 0 (by omega)
      have hB : bondProd b 1 = b 1 := by simp [bondProd]
      have hp : (chainPoly a b 1).eval E = E - a 1 := by simp [chainPoly]
      show bondProd b 1 * ψ 2 = (chainPoly a b 1).eval E * ψ 1
      rw [hB, hp]
      linear_combination h - b 0 * h0
    · have h : b (k + 1) * ψ (k + 1) + a (k + 2) * ψ (k + 2) + b (k + 2) * ψ (k + 3)
          = E * ψ (k + 2) := heq (k + 1) (by omega)
      have i0 := ih k (by omega) (by omega)
      have i1 : bondProd b (k + 1) * ψ (k + 2) = (chainPoly a b (k + 1)).eval E * ψ 1 :=
        ih (k + 1) (by omega) (by omega)
      have hB1 : bondProd b (k + 1) = bondProd b k * b (k + 1) :=
        Finset.prod_range_succ (fun j => b (j + 1)) k
      have hB2 : bondProd b (k + 2) = bondProd b (k + 1) * b (k + 2) :=
        Finset.prod_range_succ (fun j => b (j + 1)) (k + 1)
      show bondProd b (k + 2) * ψ (k + 3) = (chainPoly a b (k + 2)).eval E * ψ 1
      rw [hB1] at i1
      rw [hB2, hB1, eval_rec a b k E]
      linear_combination bondProd b k * b (k + 1) * h + (E - a (k + 2)) * i1
        - b (k + 1) ^ 2 * i0

/-- If the internal bonds `b₁, ..., b_(n-1)` are nonzero, `E` is an energy level of the
`n`-site chain exactly when `p_n(E) = 0`. -/
theorem isLevel_iff_isRoot (a b : ℕ → ℝ) (n : ℕ) (hb : ∀ j, j + 1 < n → b (j + 1) ≠ 0)
    (E : ℝ) : IsLevel a b n E ↔ (chainPoly a b n).IsRoot E := by
  have hB : ∀ k < n, bondProd b k ≠ 0 := fun k hk =>
    Finset.prod_ne_zero_iff.mpr fun j hj =>
      hb j (by have := Finset.mem_range.mp hj; omega)
  have hBs : ∀ k, bondProd b (k + 1) = bondProd b k * b (k + 1) := fun k =>
    Finset.prod_range_succ (fun j => b (j + 1)) k
  constructor
  · rintro ⟨ψ, h0, hn, heq, k, hk, hψ⟩
    -- a nonzero state cannot vanish on the first site
    have h1 : ψ 1 ≠ 0 := by
      intro h1
      have h := amplitude a b n E ψ h0 heq k hk.le
      rw [h1, mul_zero] at h
      exact mul_ne_zero (hB k hk) hψ h
    have h := amplitude a b n E ψ h0 heq n le_rfl
    rw [hn, mul_zero] at h
    exact (mul_eq_zero.mp h.symm).resolve_right h1
  · intro hr
    have hr0 : (chainPoly a b n).eval E = 0 := hr
    have hn : 0 < n := by
      rcases n with _ | n
      · simp [chainPoly] at hr0
      · omega
    -- the state with amplitudes p_k(E) / (b₁ ⋯ b_k)
    obtain ⟨ψ, h0, hψ⟩ : ∃ ψ : ℕ → ℝ, ψ 0 = 0 ∧
        ∀ k, ψ (k + 1) = (chainPoly a b k).eval E / bondProd b k :=
      ⟨fun | 0 => 0 | k + 1 => (chainPoly a b k).eval E / bondProd b k, rfl, fun _ => rfl⟩
    have h2 : ∀ k, ψ (k + 2) = (chainPoly a b (k + 1)).eval E / bondProd b (k + 1) :=
      fun k => hψ (k + 1)
    have h1 : ψ 1 = 1 := by simpa [chainPoly, bondProd] using hψ 0
    have key : ∀ k < n, b (k + 1) * ψ (k + 2)
        = (chainPoly a b (k + 1)).eval E / bondProd b k := by
      intro k hk
      by_cases h : k + 1 < n
      · have e1 := hb k h
        have e2 := hB k hk
        rw [h2 k, hBs k]
        field_simp
      · have e : k + 1 = n := by omega
        rw [h2 k, e, hr0]
        simp
    refine ⟨ψ, h0, by rw [hψ n, hr0, zero_div], ?_, 0, hn, by simp [h1]⟩
    intro k hk
    rcases k with _ | k
    · have hk' : b 1 * ψ 2 = E - a 1 := by simpa [chainPoly, bondProd] using key 0 hk
      show b 0 * ψ 0 + a 1 * ψ 1 + b 1 * ψ 2 = E * ψ 1
      rw [hk', h0, h1]
      ring
    · have hk' : b (k + 2) * ψ (k + 3)
          = (chainPoly a b (k + 2)).eval E / bondProd b (k + 1) := key (k + 1) hk
      have e1 := hb k hk
      have e2 := hB k (by omega)
      show b (k + 1) * ψ (k + 1) + a (k + 2) * ψ (k + 2) + b (k + 2) * ψ (k + 3)
        = E * ψ (k + 2)
      rw [hk', h2 k, hψ k, eval_rec a b k E, hBs k]
      field_simp
      ring

/-- If `b₁, ..., b_n` are nonzero, the chains of `n + 1` and of `n` sites have no energy
level in common. -/
theorem no_shared_level (a b : ℕ → ℝ) (n : ℕ) (hb : ∀ j < n, b (j + 1) ≠ 0) (E : ℝ) :
    ¬ (IsLevel a b (n + 1) E ∧ IsLevel a b n E) := by
  rw [isLevel_iff_isRoot a b (n + 1) (fun j hj => hb j (by omega)),
    isLevel_iff_isRoot a b n (fun j hj => hb j (by omega))]
  exact no_common_root a b n hb E

/-- If the bond `b_(n+1)` vanishes, every real root of `p_(n+1)` is also a root of
`p_(n+2)`, and the Wronskian `W_(n+1)` vanishes there. -/
theorem cut_bond_shares_root (a b : ℕ → ℝ) (n : ℕ) (hb : b (n + 1) = 0) (x : ℝ)
    (hx : (chainPoly a b (n + 1)).IsRoot x) :
    (chainPoly a b (n + 2)).IsRoot x ∧ (wronskian a b (n + 1)).eval x = 0 := by
  have e : (chainPoly a b (n + 1)).eval x = 0 := hx
  constructor
  · show (chainPoly a b (n + 2)).eval x = 0
    rw [eval_rec, e, hb]
    ring
  · rw [wronskian_succ, hb]
    simp [e]

end

end TridiagonalChain
```

```lean
#print axioms TridiagonalChain.root_simple
-- 'TridiagonalChain.root_simple' depends on axioms: [propext, Classical.choice, Quot.sound]
#print axioms TridiagonalChain.no_shared_level
-- 'TridiagonalChain.no_shared_level' depends on axioms: [propext, Classical.choice, Quot.sound]
#print axioms TridiagonalChain.cut_bond_shares_root
-- 'TridiagonalChain.cut_bond_shares_root' depends on axioms: [propext, Classical.choice, Quot.sound]
```

## What the theorems say

The sequences `a b : ℕ → ℝ` give the energy a_k of site k and the bond b_k between sites k and k+1, with sites counted from 1. `chainPoly a b n` is the real polynomial p_n in the variable x, with p_0 = 1, p_1 = x − a_1 and

p_(k+2) = (x − a_(k+2)) p_(k+1) − b_(k+1)² p_k.

With a prime for d/dx, `wronskian a b n` and `bondProd b n` are

W_n = p_(n+1)′ p_n − p_(n+1) p_n′,  B_n = b_1 ⋯ b_n,  B_0 = 1.

`wronskian_ge` states W_n(x) ≥ B_n² for all real x, whatever the bonds. The hypothesis `∀ j < n, b (j + 1) ≠ 0` says that b_1, …, b_n are nonzero. Under it W_n(x) > 0 (`wronskian_pos`), p_(n+1) and p_n have no common real root (`no_common_root`), and each real root of p_(n+1) has multiplicity one (`root_simple`). At n = 0 the hypothesis is empty and W_0 = 1.

## The physics

For an energy E and real amplitudes ψ_k, `ChainEq` imposes, for k = 0, …, n−1, the tight-binding equation on site k+1:

b_k ψ_k + a_(k+1) ψ_(k+1) + b_(k+1) ψ_(k+2) = E ψ_(k+1).

`IsLevel a b n E` asks for a solution with open ends, ψ_0 = ψ_(n+1) = 0, that is nonzero on some site 1, …, n. The values b_0 and b_n multiply vanishing amplitudes. Accordingly `isLevel_iff_isRoot` assumes only b_1, …, b_(n−1) ≠ 0 to conclude that E is a level exactly when p_n(E) = 0; for n = 0 both sides are false. `no_shared_level` then says that, if b_1, …, b_n are all nonzero (now including the bond b_n to the added site), the chains of n+1 and n sites have no level in common.

In a Hückel or tight-binding model of a finite open chain, with non-interacting electrons, one orbital per site, orthonormal orbitals and real nearest-neighbour hopping, attaching one more site at the end of a connected chain by a nonzero bond, with the other site energies and bonds unchanged, therefore leaves none of the old orbital energies in the new spectrum. The theorems speak only about real roots that exist: that p_n has n of them, and that they interlace those of p_(n+1) as in the Sturm and Cauchy theorems, is not among the statements. Simplicity is stated as polynomial multiplicity, not as the dimension of an eigenspace.

## Why it is true

Differentiating the recurrence gives

p_(n+2)′ = p_(n+1) + (x − a_(n+2)) p_(n+1)′ − b_(n+1)² p_n′.

In W_(n+1) = p_(n+2)′ p_(n+1) − p_(n+2) p_(n+1)′ the two terms with x − a_(n+2) cancel, leaving

W_(n+1) = p_(n+1)² + b_(n+1)² W_n.

This is `wronskian_succ`, where `ring` does the cancellation. Induction from W_0 = 1 = B_0² gives

W_(n+1)(x) ≥ b_(n+1)² W_n(x) ≥ b_(n+1)² B_n² = B_(n+1)²,

and the two facts handed to `nlinarith` are these two inequalities: a square is nonnegative, and the induction hypothesis times b_(n+1)². Nonzero bonds make B_n² positive. At a common root of p_(n+1) and p_n both terms of W_n vanish, which contradicts positivity. At a root r of multiplicity at least two, p_(n+1) = (x − r)² q for a polynomial q, so p_(n+1)(r) = p_(n+1)′(r) = 0 and again W_n(r) = 0. `root_simple` first excludes p_(n+1) = 0, so that the multiplicity is positive, then extracts q.

The link to levels is `amplitude`: with ψ_0 = 0,

B_k ψ_(k+1) = p_k(E) ψ_1 for k ≤ n.

The case k = 0 is trivial and k = 1 is the equation on site 1. The equation on site k+2, multiplied by B_(k+1), reads

B_(k+2) ψ_(k+3) = (E − a_(k+2)) B_(k+1) ψ_(k+2) − b_(k+1)² B_k ψ_(k+1),

and inserting the two previous cases produces the recurrence `eval_rec`; the last `linear_combination` carries these three coefficients. If E is a level, some ψ_(k+1) with k < n is nonzero and B_k ≠ 0, so ψ_1 ≠ 0; taking k = n gives 0 = p_n(E) ψ_1, hence p_n(E) = 0. Conversely, at a root set ψ_(k+1) = p_k(E)/B_k, so ψ_1 = 1. The step `key` shows b_(k+1) ψ_(k+2) = p_(k+1)(E)/B_k, after which each site equation is the recurrence divided by a bond product. At the far end b_n may be zero, and then the formula for ψ_(n+1) reads 0/0; on paper one simply sets ψ_(n+1) = 0, and Lean's division gives the same value, since there 0/0 = 0. This state is unnormalised; the normalised amplitudes are

ψ_(k+1) / √(Σ_(j<n) p_j(E)²/B_j²).

`no_shared_level` rewrites both levels as roots and applies `no_common_root`.

## A cut bond, and a matrix model

Take a_1 = a_2 = 0 and b_1 = 0. Then p_1 = x, p_2 = x² and W_1 = 2x·x − x² = x². At x = 0 the Wronskian vanishes, the root is shared, and it is a double root of p_2. `cut_bond_shares_root` gives the sharing and the vanishing in general: if b_(n+1) = 0, every real root of p_(n+1) is a root of p_(n+2) and a zero of W_(n+1).

The chain could instead be a symmetric n × n matrix with p_n as its characteristic polynomial. The recurrence would then be a result to prove, for instance by expanding the determinant along its last row, and the spectral theorem would supply n real roots counted with multiplicity; that route is not taken in the file.
